# Degree and Edge-Count Bounds on the Top Hückel Level and the Graph Energy

Q: Take the π electrons of butadiene: four carbon sites in a chain, three bonds. Before diagonalising anything, I would like to know how far the levels can spread, given only the numbers of sites and bonds and the largest number of neighbours that any site has. You say there is a theorem, but it speaks of graphs. Where is the molecule?

A: In the Hückel Hamiltonian

H = α·1 + β·A

where α is the energy of an electron on one site, β is the hopping integral between bonded neighbours, and A_kl is 1 if sites k and l are bonded and 0 otherwise. An eigenvalue λ of A gives the energy α + βλ. The theorems concern A alone. Replacing the real molecule by this H, with one α, one β, no overlap between orbitals on different sites and no electron interaction, is the step they leave to you.

The sites form a finite type `V`, and the bonds a `SimpleGraph V`, so no site is bonded to itself, and a chemical double bond counts as one bond. The first lemma says that A is Hermitian, because bonding is symmetric.

```lean
import Mathlib

open Matrix

namespace HuckelSpectrum

noncomputable section

variable {V : Type*} [Fintype V] [DecidableEq V]

omit [Fintype V] [DecidableEq V] in
/-- The real adjacency matrix of a simple graph is Hermitian. -/
theorem adj_isHermitian (G : SimpleGraph V) [DecidableRel G.Adj] :
    (G.adjMatrix ℝ).IsHermitian := by
  rw [Matrix.IsHermitian, Matrix.conjTranspose_eq_transpose_of_trivial,
    SimpleGraph.transpose_adjMatrix]
```

Q: And the levels are really the spectrum, degeneracies included?

A: Yes. `level G i`, written λ_i below, lists the eigenvalues with multiplicity. The label i is borrowed from `V` only because there are as many levels as sites; level i does not belong to site i.

```lean
variable (G : SimpleGraph V) [DecidableRel G.Adj]

/-- The Hückel levels: the eigenvalues of the adjacency matrix, with multiplicity. -/
def level : V → ℝ := (adj_isHermitian G).eigenvalues
```

The matching real eigenvectors φ_i are the orbitals.

```lean
/-- The Hückel orbitals: orthonormal eigenvectors belonging to the levels. -/
def orbital (i : V) : V → ℝ := ((adj_isHermitian G).eigenvectorBasis i).ofLp
```

Q: Then "top level" means the highest energy?

A: It means the largest λ, written λ_max below. With the usual β < 0, that is the lowest energy, the most strongly bonding orbital. The definition needs at least one site, hence `[Nonempty V]`.

```lean
/-- The largest adjacency eigenvalue of a graph with at least one vertex. -/
def topLevel [Nonempty V] : ℝ := Finset.univ.sup' Finset.univ_nonempty (level G)
```

Q: And "graph energy" is the total π energy?

A: Not by definition. It is the sum of all |λ_i|, with no reference to electrons. For N electrons, the total π energy is Nα plus β times the graph energy when every positive level is doubly filled and any other electrons sit at λ = 0. The reason is that A has zero trace, so the levels sum to zero and the positive ones add up to half of the graph energy.

```lean
/-- The graph energy: the sum of the absolute values of all levels. -/
def graphEnergy : ℝ := ∑ i, |level G i|
```

Q: What ties these definitions to quantum mechanics?

A: Two facts. First, each orbital satisfies Aφ_i = λ_i φ_i and φ_i·φ_i = 1. Mathlib's eigenvector basis supplies both.

```lean
/-- Each orbital solves the eigenvalue equation with its own level, and is normalised. -/
theorem orbital_spec (i : V) :
    G.adjMatrix ℝ *ᵥ orbital G i = level G i • orbital G i ∧
      orbital G i ⬝ᵥ orbital G i = 1 := by
  refine ⟨(adj_isHermitian G).mulVec_eigenvectorBasis i, ?_⟩
  have h := real_inner_self_eq_norm_sq ((adj_isHermitian G).eigenvectorBasis i)
  rw [(adj_isHermitian G).eigenvectorBasis.orthonormal.1 i, one_pow] at h
  rw [← h]
  simp only [PiLp.inner_apply, RCLike.inner_apply, conj_trivial]
  rfl
```

Second, the orbitals are complete:

∑_i (x·φ_i)(φ_i·y) = x·y

The proof translates Mathlib's inner-product identity into dot products.

```lean
/-- Completeness of the orbitals: a scalar product is the sum of the products of
the orbital components. -/
theorem completeness (x y : V → ℝ) :
    ∑ i, (x ⬝ᵥ orbital G i) * (orbital G i ⬝ᵥ y) = x ⬝ᵥ y := by
  have inner_dot : ∀ u w : EuclideanSpace ℝ V, inner ℝ u w = u.ofLp ⬝ᵥ w.ofLp := by
    intro u w
    simp [PiLp.inner_apply, dotProduct, mul_comm]
  have h := (adj_isHermitian G).eigenvectorBasis.sum_inner_mul_inner
    (WithLp.toLp 2 x) (WithLp.toLp 2 y)
  simp only [inner_dot] at h
  exact h
```

Q: Can a trial vector bound the top level from below?

A: Yes. Take x·Ax, which is the expectation value of A when x·x = 1. Insert completeness and let A act to the left on φ_i:

x·Ax = ∑_i λ_i (x·φ_i)² ≤ λ_max ∑_i (x·φ_i)² = λ_max (x·x)

In Lean, `e` is the action to the left, `hle` says λ_i ≤ λ_max, and the last line multiplies that by the square and leaves the remaining algebra to `nlinarith`.

```lean
/-- Rayleigh bound: for the adjacency matrix A and any real vector x, the quadratic form x·Ax is at
most the top level times x·x. -/
theorem rayleigh_le [Nonempty V] (x : V → ℝ) :
    x ⬝ᵥ (G.adjMatrix ℝ *ᵥ x) ≤ topLevel G * (x ⬝ᵥ x) := by
  rw [← completeness G x (G.adjMatrix ℝ *ᵥ x), ← completeness G x x, Finset.mul_sum]
  refine Finset.sum_le_sum fun i _ => ?_
  -- the matrix acts to the left on its own eigenvector
  have e : orbital G i ⬝ᵥ (G.adjMatrix ℝ *ᵥ x) = level G i * (orbital G i ⬝ᵥ x) := by
    rw [Matrix.dotProduct_mulVec, ← Matrix.mulVec_transpose,
      SimpleGraph.transpose_adjMatrix, (orbital_spec G i).1, smul_dotProduct, smul_eq_mul]
  have hle : level G i ≤ topLevel G := Finset.le_sup' (level G) (Finset.mem_univ i)
  rw [e, dotProduct_comm x (orbital G i)]
  nlinarith [mul_le_mul_of_nonneg_right hle (mul_self_nonneg (orbital G i ⬝ᵥ x))]
```

Q: What stops the top level from being huge?

A: A site has only so many neighbours. Let Av = μv with v ≠ 0, and choose the site i where |v_i| is largest, so |v_i| > 0. Row i of the equation, with u running over the neighbours of i, gives

|μ| |v_i| = |∑_u v_u| ≤ ∑_u |v_u| ≤ deg(i) |v_i| ≤ Δ |v_i|

where Δ is the maximum degree. Divide by |v_i|. The `calc` block has these same steps, and the bound holds for negative μ too.

```lean
omit [DecidableEq V] in
/-- Every eigenvalue belonging to a nonzero real eigenvector of the adjacency matrix is
bounded in absolute value by the maximum degree. -/
theorem abs_eigenvalue_le_maxDegree {v : V → ℝ} {μ : ℝ} (hv : v ≠ 0)
    (h : G.adjMatrix ℝ *ᵥ v = μ • v) : |μ| ≤ G.maxDegree := by
  obtain ⟨k, hk⟩ := Function.ne_iff.mp hv
  have hk' : v k ≠ 0 := hk
  -- a site where the amplitude is largest
  obtain ⟨i, _, hi⟩ := Finset.exists_max_image Finset.univ (fun j => |v j|)
    ⟨k, Finset.mem_univ k⟩
  have hpos : 0 < |v i| := (abs_pos.mpr hk').trans_le (hi k (Finset.mem_univ k))
  have hrow : ∑ u ∈ G.neighborFinset i, v u = μ * v i := by
    have h' := congrFun h i
    rw [SimpleGraph.adjMatrix_mulVec_apply] at h'
    exact h'
  have key : |μ| * |v i| ≤ G.maxDegree * |v i| := by
    calc |μ| * |v i| = |∑ u ∈ G.neighborFinset i, v u| := by rw [hrow, abs_mul]
      _ ≤ ∑ u ∈ G.neighborFinset i, |v u| := Finset.abs_sum_le_sum_abs _ _
      _ ≤ ∑ _u ∈ G.neighborFinset i, |v i| :=
          Finset.sum_le_sum fun u _ => hi u (Finset.mem_univ u)
      _ = G.degree i * |v i| := by
          rw [Finset.sum_const, SimpleGraph.card_neighborFinset_eq_degree, nsmul_eq_mul]
      _ ≤ G.maxDegree * |v i| :=
          mul_le_mul_of_nonneg_right (by exact_mod_cast G.degree_le_maxDegree i)
            (abs_nonneg _)
  exact le_of_mul_le_mul_right key hpos
```

Q: The McClelland bound, an upper bound on the graph energy, needs all levels at once. Where does that information come from?

A: From the second moment. Let a_k be row k of A. Since φ_i is normalised,

λ_i² = (Aφ_i)·(Aφ_i) = ∑_k (a_k·φ_i)²

Sum over i, exchange the sums (`Finset.sum_comm`) and use completeness:

∑_i λ_i² = ∑_k a_k·a_k = ∑_k deg(k) = 2m

Here m is the number of bonds, `G.edgeFinset.card`. A row of zeros and ones has squared length equal to its number of ones, and each bond is counted from both ends.

```lean
/-- Second moment of the spectrum: the squares of the levels add up to twice the number
of edges. -/
theorem sum_level_sq : ∑ i, level G i ^ 2 = 2 * (G.edgeFinset.card : ℝ) := by
  have hrow : ∀ k, G.adjMatrix ℝ k ⬝ᵥ G.adjMatrix ℝ k = (G.degree k : ℝ) := by
    intro k
    change (G.adjMatrix ℝ *ᵥ G.adjMatrix ℝ k) k = _
    rw [SimpleGraph.adjMatrix_mulVec_apply, ← SimpleGraph.card_neighborFinset_eq_degree,
      Finset.cast_card]
    refine Finset.sum_congr rfl fun u hu => ?_
    rw [SimpleGraph.adjMatrix_apply, if_pos ((G.mem_neighborFinset k u).mp hu)]
  calc ∑ i, level G i ^ 2
      = ∑ i, ∑ k, (G.adjMatrix ℝ k ⬝ᵥ orbital G i) * (orbital G i ⬝ᵥ G.adjMatrix ℝ k) := by
        refine Finset.sum_congr rfl fun i _ => ?_
        have e : (G.adjMatrix ℝ *ᵥ orbital G i) ⬝ᵥ (G.adjMatrix ℝ *ᵥ orbital G i)
            = level G i ^ 2 := by
          rw [(orbital_spec G i).1, smul_dotProduct, dotProduct_smul, (orbital_spec G i).2]
          simp only [smul_eq_mul]
          ring
        rw [← e]
        refine Finset.sum_congr rfl fun k _ => ?_
        change (G.adjMatrix ℝ k ⬝ᵥ orbital G i) * (G.adjMatrix ℝ k ⬝ᵥ orbital G i) = _
        rw [dotProduct_comm (orbital G i)]
    _ = ∑ k, (G.degree k : ℝ) := by
        rw [Finset.sum_comm]
        exact Finset.sum_congr rfl fun k _ => (completeness G _ _).trans (hrow k)
    _ = 2 * (G.edgeFinset.card : ℝ) := by
        exact_mod_cast G.sum_degrees_eq_twice_card_edges
```

Q: Now state the main result in words.

A: For n ≥ 1 sites and m bonds, `huckel_bounds` asserts three things together:

2m/n ≤ λ_max
λ_max ≤ Δ
∑_i |λ_i| ≤ √(2mn)

For the first, use the trial vector x with every component 1. Then x·x = n and x·Ax = ∑_k deg(k) = 2m. The normalised state has amplitudes 1/√n and expectation value 2m/n. The second applies the degree bound to each orbital, which is nonzero because it is normalised. The third is Cauchy-Schwarz with the second moment:

(∑_i |λ_i|)² ≤ n ∑_i λ_i² = 2mn

followed by a square root.

```lean
/-- For a graph with n ≥ 1 vertices and m edges, the top level lies between 2m/n and the
maximum degree, and the graph energy obeys the McClelland bound √(2mn). -/
theorem huckel_bounds [Nonempty V] :
    2 * (G.edgeFinset.card : ℝ) / Fintype.card V ≤ topLevel G ∧
      topLevel G ≤ G.maxDegree ∧
      graphEnergy G ≤ √(2 * G.edgeFinset.card * Fintype.card V) := by
  refine ⟨?_, ?_, ?_⟩
  · -- uniform trial vector
    have hn : (0 : ℝ) < Fintype.card V := by exact_mod_cast Fintype.card_pos
    have hm : ∑ k, (G.degree k : ℝ) = 2 * (G.edgeFinset.card : ℝ) := by
      exact_mod_cast G.sum_degrees_eq_twice_card_edges
    have h := rayleigh_le G (fun _ => 1)
    simp only [dotProduct, SimpleGraph.adjMatrix_mulVec_apply, one_mul, Finset.sum_const,
      SimpleGraph.card_neighborFinset_eq_degree, nsmul_eq_mul, mul_one,
      Finset.card_univ] at h
    rw [div_le_iff₀ hn, ← hm]
    exact h
  · refine Finset.sup'_le _ _ fun i _ => ?_
    have hne : orbital G i ≠ 0 := by
      intro h0
      have h1 := (orbital_spec G i).2
      simp [h0] at h1
    exact (le_abs_self _).trans (abs_eigenvalue_le_maxDegree G hne (orbital_spec G i).1)
  · -- Cauchy-Schwarz with the second moment
    have h := sq_sum_le_card_mul_sum_sq (s := Finset.univ) (f := fun i => |level G i|)
    simp only [sq_abs, sum_level_sq, Finset.card_univ] at h
    refine (le_abs_self _).trans (Real.abs_le_sqrt ?_)
    unfold graphEnergy
    linarith
```

For butadiene the bounds are 1.5 ≤ λ_max ≤ 2 and a graph energy of at most √24 ≈ 4.90; diagonalising gives about 1.618 and 4.47. For a finite, non-interacting tight-binding model with orthonormal orbitals, one per site, the same on-site energy α everywhere and the same real hopping β on every bond, the inequalities offer a quick check on a computed spectrum, once each energy has been shifted by α and divided by β.

Q: When do the two bounds on the top level meet?

A: When every site has the same degree d. Then nd = 2m, so 2m/n = d, while Δ ≤ d, and λ_max is squeezed to d. The benzene ring has d = 2 and top level 2.

```lean
/-- In a nonempty graph where every vertex has degree d, the top level equals d. -/
theorem topLevel_of_regular [Nonempty V] {d : ℕ} (hd : ∀ v, G.degree v = d) :
    topLevel G = d := by
  obtain ⟨hlow, hup, _⟩ := huckel_bounds G
  have hn : (0 : ℝ) < Fintype.card V := by exact_mod_cast Fintype.card_pos
  have hm : (Fintype.card V : ℝ) * d = 2 * (G.edgeFinset.card : ℝ) := by
    have h := G.sum_degrees_eq_twice_card_edges
    simp only [hd, Finset.sum_const, Finset.card_univ, smul_eq_mul] at h
    exact_mod_cast h
  have hmax : (G.maxDegree : ℝ) ≤ d := by
    exact_mod_cast G.maxDegree_le_of_forall_degree_le d fun v => (hd v).le
  rw [← hm, mul_div_cancel_left₀ _ hn.ne'] at hlow
  exact le_antisymm (hup.trans hmax) hlow
```

Q: Would it be enough that the maximum degree is d?

A: No. In a chain of three sites the maximum degree is 2, but the levels are √2, 0 and −√2. The end sites have degree 1, and the top level falls short of 2.

Q: And when is the McClelland bound exact?

A: Exactly when all |λ_i| are equal, as in ethylene, with levels 1 and −1. Write E for the graph energy. Expanding the square and using the second moment,

∑_k (n|λ_k| − E)² = 2mn² − 2nE² + nE² = n(2mn − E²)

If E = √(2mn), the right side vanishes, so every square does, and each |λ_k| equals E/n. Conversely, if all |λ_i| are equal, then

E² = ∑_i ∑_j |λ_i| |λ_j| = n ∑_i λ_i² = 2mn

and E ≥ 0 selects the positive root. The two halves of the Lean proof are these two computations; `hz` is the vanishing sum of squares.

```lean
/-- The McClelland bound is attained exactly when all levels have the same absolute value. -/
theorem mcClelland_eq_iff :
    graphEnergy G = √(2 * G.edgeFinset.card * Fintype.card V) ↔
      ∀ i j, |level G i| = |level G j| := by
  constructor
  · intro h i j
    have hS : graphEnergy G ^ 2 = 2 * G.edgeFinset.card * Fintype.card V := by
      rw [h, Real.sq_sqrt (by positivity)]
    -- the variance of the absolute levels vanishes
    have hz : ∑ k, ((Fintype.card V : ℝ) * |level G k| - graphEnergy G) ^ 2 = 0 := by
      calc _ = ∑ k, ((Fintype.card V : ℝ) ^ 2 * level G k ^ 2
              - 2 * Fintype.card V * graphEnergy G * |level G k| + graphEnergy G ^ 2) :=
            Finset.sum_congr rfl fun k _ => by rw [← sq_abs (level G k)]; ring
        _ = (Fintype.card V : ℝ) ^ 2 * ∑ k, level G k ^ 2
              - 2 * Fintype.card V * graphEnergy G * ∑ k, |level G k|
              + Fintype.card V * graphEnergy G ^ 2 := by
            simp only [Finset.sum_add_distrib, Finset.sum_sub_distrib, ← Finset.mul_sum,
              Finset.sum_const, Finset.card_univ, nsmul_eq_mul]
        _ = 0 := by
            rw [sum_level_sq, show ∑ k, |level G k| = graphEnergy G from rfl]
            linear_combination (-(Fintype.card V : ℝ)) * hS
    have hk : ∀ k, (Fintype.card V : ℝ) * |level G k| - graphEnergy G = 0 := fun k =>
      pow_eq_zero_iff two_ne_zero |>.mp
        ((Finset.sum_eq_zero_iff_of_nonneg fun _ _ => sq_nonneg _).mp hz k
          (Finset.mem_univ k))
    have hn : (Fintype.card V : ℝ) ≠ 0 := by
      exact_mod_cast (Fintype.card_pos_iff.mpr ⟨i⟩).ne'
    exact mul_left_cancel₀ hn (by linarith [hk i, hk j])
  · intro h
    have hS : graphEnergy G * graphEnergy G = 2 * G.edgeFinset.card * Fintype.card V := by
      calc graphEnergy G * graphEnergy G = ∑ i, ∑ j, |level G i| * |level G j| :=
            Finset.sum_mul_sum _ _ _ _
        _ = ∑ i, (Fintype.card V : ℝ) * level G i ^ 2 := by
            refine Finset.sum_congr rfl fun i _ => ?_
            simp only [h _ i, abs_mul_abs_self, Finset.sum_const, Finset.card_univ,
              nsmul_eq_mul, pow_two]
        _ = 2 * G.edgeFinset.card * Fintype.card V := by
            rw [← Finset.mul_sum, sum_level_sq]
            ring
    have h0 : 0 ≤ graphEnergy G := Finset.sum_nonneg fun _ _ => abs_nonneg _
    rw [← hS, Real.sqrt_mul_self h0]

end

end HuckelSpectrum
```

```lean
#print axioms HuckelSpectrum.topLevel_of_regular
#print axioms HuckelSpectrum.mcClelland_eq_iff
```

```
'HuckelSpectrum.topLevel_of_regular' depends on axioms: [propext, Classical.choice, Quot.sound]
'HuckelSpectrum.mcClelland_eq_iff' depends on axioms: [propext, Classical.choice, Quot.sound]
```
